# Every proper rotation of n real orbitals is a product of at most n(n−1)/2 Givens rotations

Number the orbitals $0,\dots,n-1$ and let $e_i$ be the $i$-th row of the identity matrix. For two distinct orbitals $p$ and $q$, the Givens rotation $G_{pq}(\theta)$ is the identity matrix except in two rows:

$$\text{row } p = \cos\theta\, e_p - \sin\theta\, e_q,\qquad \text{row } q = \sin\theta\, e_p + \cos\theta\, e_q .$$

A proper rotation is a real matrix $A$ with $A^TA=1$ and $\det A=1$. It takes one set of real orthonormal orbitals to another, $\varphi'_j=\sum_i\varphi_i A_{ij}$. A sweep is the sequence of planes $(0,1),(0,2),\dots,(0,n-1),(1,2),\dots,(n-2,n-1)$, in which each pair occurs once. Products are written in the order of the sequence, with the first rotation leftmost.

The claim is that a real $n\times n$ matrix is a proper rotation if and only if it is a product of at most $n(n-1)/2$ Givens rotations. The planes can always be taken from the same sweep, so only the angles depend on $A$. Any change between two real orthonormal sets spanning the same finite-dimensional space, such as canonical and localised occupied orbitals, can therefore be carried out two orbitals at a time, provided its determinant is 1.

## Clearing the matrix column by column

**Products of Givens rotations are proper rotations.** The addition formulas for sine and cosine give $G_{pq}(a)G_{pq}(b)=G_{pq}(a+b)$, and $G_{pq}(0)=1$. Transposition reverses the sign of the angle, so $G_{pq}(\theta)^TG_{pq}(\theta)=G_{pq}(-\theta)G_{pq}(\theta)=1$. For the determinant, use the half angle:

$$\det G_{pq}(\theta)=\big(\det G_{pq}(\theta/2)\big)^2=\det\big(G_{pq}(\theta/2)^TG_{pq}(\theta/2)\big)=1 .$$

Orthogonality and unit determinant both survive multiplication.

**One rotation removes one entry.** Write the entries $A_{pp}$ and $A_{qp}$ in polar form, $A_{pp}=r\cos\theta$ and $A_{qp}=r\sin\theta$ with $r\ge 0$. Multiplying $A$ from the left by $G_{pq}(-\theta)$ changes only rows $p$ and $q$, and in column $p$ the new entries are

$$r\cos^2\theta+r\sin^2\theta=r,\qquad -r\sin\theta\cos\theta+r\cos\theta\sin\theta=0 .$$

Since $A=G_{pq}(\theta)\,\big(G_{pq}(-\theta)A\big)$, the factor $G_{pq}(\theta)$ has been split off.

**One column becomes a unit column, and its row a unit row.** Suppose that rows $0,\dots,p-1$ are already those of the identity. Treat $q=p+1,\dots,n-1$ in turn. A later rotation in this series does not touch a row cleared earlier, so the zeros persist. Call the remainder $B$. Column $p$ of $B$ is zero except for the pivot $B_{pp}$, because the rows above $p$ are unit rows with a zero there. Entry $(p,j)$ of $B^TB=1$ then reads

$$B_{pp}B_{pj}=\delta_{pj}.$$

Hence $B_{pp}^2=1$. If at least one rotation was made, the pivot is some $r\ge0$, so $B_{pp}=1$ and row $p$ of $B$ is $e_p$. The argument then moves on to $p+1$.

**The determinant settles the last sign.** For $p=n-1$ no partner is left. All other rows are unit rows, so the determinant equals the last diagonal entry, which is therefore 1. The remainder is the identity, and the number of rotations is $(n-1)+(n-2)+\dots+1+0=n(n-1)/2$. For $n\le1$ this is zero, and $A$ is the empty product.

## The angles in a program

The derivation is also the algorithm. In Python notation, with `A` a floating-point array that is overwritten:

```python
for p in range(n - 1):
    for q in range(p + 1, n):
        theta = atan2(A[q, p], A[p, p])
        c, s = cos(theta), sin(theta)
        A[p], A[q] = c*A[p] + s*A[q], -s*A[p] + c*A[q]
        rotations.append((p, q, theta))
```

Afterwards `A` should be the identity up to rounding. A final diagonal entry near $-1$ shows that the input had determinant $-1$; reversing the sign of one target orbital repairs this. To rotate a coefficient matrix $C$ whose columns are orbitals, run through the stored list in order and replace columns $p$ and $q$ by $\cos\theta\,C_p+\sin\theta\,C_q$ and $-\sin\theta\,C_p+\cos\theta\,C_q$. The result is $CA$.

Here the target $A$ is known beforehand. Jacobi diagonalisation and pairwise localisation choose each angle without knowing the final rotation, and they generally need several sweeps.

## The factorisation in Lean

The orbitals are labelled by a finite type `ι`, which becomes `Fin n` in the last theorem.

```lean
import Mathlib

open Matrix

namespace GivensFactorisation

noncomputable section

variable {ι : Type*} [Fintype ι] [DecidableEq ι]
```

The matrix $G_{pq}(\theta)$ is `givens p q θ`. The definition accepts $p=q$, where it is not a rotation in general, so the theorems about rotations require distinct orbitals.

```lean
/-- The Givens rotation by the angle `θ` in the plane of two distinct orbitals `p` and `q`:
row `p` is `cos θ e_p - sin θ e_q`, row `q` is `sin θ e_p + cos θ e_q`, and every other row
is that of the identity. -/
def givens (p q : ι) (θ : ℝ) : Matrix ι ι ℝ := Matrix.of fun i j =>
  if i = p then Real.cos θ * (1 : Matrix ι ι ℝ) p j - Real.sin θ * (1 : Matrix ι ι ℝ) q j
  else if i = q then Real.sin θ * (1 : Matrix ι ι ℝ) p j + Real.cos θ * (1 : Matrix ι ι ℝ) q j
  else (1 : Matrix ι ι ℝ) i j
```

The two conditions on a proper rotation are stated directly.

```lean
/-- A proper orbital rotation: a real orthogonal matrix of determinant 1. -/
def IsProperRotation (A : Matrix ι ι ℝ) : Prop := Aᵀ * A = 1 ∧ A.det = 1
```

A sequence of rotations is a list whose entries hold a plane and an angle; `circuit` multiplies them with the head of the list leftmost.

```lean
/-- The ordered product of the Givens rotations in a list of planes with angles. -/
def circuit (L : List ((ι × ι) × ℝ)) : Matrix ι ι ℝ :=
  (L.map fun x => givens x.1.1 x.1.2 x.2).prod
```

The sweep is defined for any list of orbitals, which is what allows an induction that removes one orbital at a time.

```lean
/-- The planes of one sweep over a list of orbitals: the first orbital is paired with each
later one, then the second with each later one, and so on. -/
def sweepPlanes {α : Type*} : List α → List (α × α)
  | [] => []
  | p :: t => t.map (fun q => (p, q)) ++ sweepPlanes t
```

The first lemma is the row-mixing rule. Its proof expands the matrix product and collapses the sums over rows of the identity.

```lean
/-- Multiplication from the left by a Givens rotation mixes rows `p` and `q` and leaves all
other rows alone. -/
theorem givens_mul_apply (p q : ι) (θ : ℝ) (A : Matrix ι ι ℝ) (i j : ι) :
    (givens p q θ * A) i j =
      if i = p then Real.cos θ * A p j - Real.sin θ * A q j
      else if i = q then Real.sin θ * A p j + Real.cos θ * A q j
      else A i j := by
  have h : ∀ i, ∑ k, (1 : Matrix ι ι ℝ) i k * A k j = A i j := by
    intro i
    rw [← Matrix.mul_apply, Matrix.one_mul]
  rw [Matrix.mul_apply]
  simp only [givens, Matrix.of_apply]
  split_ifs <;> simp only [sub_mul, add_mul, mul_assoc, Finset.sum_sub_distrib,
    Finset.sum_add_distrib, ← Finset.mul_sum, h]
```

The addition of angles is checked entry by entry, with separate cases for row $p$, row $q$ and the rest.

```lean
/-- In the plane of two distinct orbitals, successive rotations add their angles, and the
rotation by angle zero is the identity. -/
theorem givens_add {p q : ι} (hpq : p ≠ q) :
    (∀ a b, givens p q a * givens p q b = givens p q (a + b)) ∧ givens p q 0 = 1 := by
  constructor
  · intro a b
    have h : givens p q a * (givens p q b * 1) = givens p q (a + b) * 1 := by
      ext i j
      simp only [givens_mul_apply]
      by_cases hp : i = p
      · simp only [hp, eq_self, if_true, hpq.symm, if_false, Real.cos_add, Real.sin_add]
        ring
      · by_cases hq : i = q
        · simp only [hq, eq_self, if_true, hpq.symm, if_false, Real.cos_add, Real.sin_add]
          ring
        · simp only [hp, hq, if_false]
    simpa only [Matrix.mul_one] using h
  · ext i j
    simp only [givens, Matrix.of_apply, Real.cos_zero, Real.sin_zero]
    split_ifs <;> subst_vars <;> simp
```

Closure under multiplication follows from $(AB)^TAB=B^T(A^TA)B$ and the product rule for determinants.

```lean
/-- Two proper rotations in succession are a proper rotation. -/
theorem IsProperRotation.mul {A B : Matrix ι ι ℝ} (hA : IsProperRotation A)
    (hB : IsProperRotation B) : IsProperRotation (A * B) := by
  refine ⟨?_, by rw [Matrix.det_mul, hA.2, hB.2, one_mul]⟩
  rw [Matrix.transpose_mul, Matrix.mul_assoc, ← Matrix.mul_assoc Aᵀ, hA.1, Matrix.one_mul, hB.1]
```

In the next proof `ht` is the statement that transposition reverses the angle, and `hd` is the half-angle identity for the determinant.

```lean
/-- A Givens rotation of two distinct orbitals is orthogonal with determinant 1. -/
theorem givens_isProperRotation {p q : ι} (hpq : p ≠ q) (θ : ℝ) :
    IsProperRotation (givens p q θ) := by
  have ho : ∀ a, (givens p q a)ᵀ * givens p q a = 1 := by
    intro a
    -- the transpose is the rotation by the opposite angle
    have ht : (givens p q a)ᵀ = givens p q (-a) := by
      ext i j
      simp only [Matrix.transpose_apply, givens, Matrix.of_apply, Matrix.one_apply,
        Real.cos_neg, Real.sin_neg]
      split_ifs <;> grind
    rw [ht, (givens_add hpq).1, neg_add_cancel, (givens_add hpq).2]
  refine ⟨ho θ, ?_⟩
  -- the determinant is the square of that of the half-angle rotation
  have hd := congrArg Matrix.det (ho (θ / 2))
  rw [Matrix.det_mul, Matrix.det_transpose, Matrix.det_one] at hd
  rw [← add_halves θ, ← (givens_add hpq).1, Matrix.det_mul, hd]
```

The clearing of a column is an induction over the partners `t` of the pivot orbital `p`. The polar form comes from the complex number $A_{pp}+iA_{qp}$, whose norm is $r$ and whose argument is $\theta$. The facts `hq0` and `hp0` are the two entries computed by hand. The last part of the conclusion records when the pivot is known to be nonnegative: after at least one rotation, or if it was so at the start.

```lean
/-- Rotations of orbital `p` with each orbital of a list `t` not containing `p` can be split
off a proper rotation `A` so that the remainder `B` has zeros in column `p` at the rows of `t`.
Rows outside `p` and `t` are unchanged, and the entry `B p p` is nonnegative if `t` is
non-empty or `A p p` is nonnegative. -/
theorem clear_column (p : ι) (t : List ι) (hp : p ∉ t) (A : Matrix ι ι ℝ)
    (hA : IsProperRotation A) :
    ∃ (L : List ((ι × ι) × ℝ)) (B : Matrix ι ι ℝ),
      L.map Prod.fst = t.map (fun q => (p, q)) ∧ A = circuit L * B ∧ IsProperRotation B ∧
      (∀ q ∈ t, B q p = 0) ∧ (∀ i, i ≠ p → i ∉ t → ∀ j, B i j = A i j) ∧
      (t ≠ [] ∨ 0 ≤ A p p → 0 ≤ B p p) := by
  induction t generalizing A with
  | nil => exact ⟨[], A, rfl, by simp [circuit], hA, by simp, fun _ _ _ _ => rfl, by simp⟩
  | cons q t ih =>
    have hpq : p ≠ q := fun h => hp (by simp [h])
    have hpt : p ∉ t := fun h => hp (List.mem_cons_of_mem _ h)
    -- polar coordinates of the two entries give the angle
    obtain ⟨θ, r, hr, ha, hb⟩ : ∃ θ r : ℝ, 0 ≤ r ∧ A p p = r * Real.cos θ ∧
        A q p = r * Real.sin θ :=
      let z : ℂ := ⟨A p p, A q p⟩
      ⟨Complex.arg z, ‖z‖, norm_nonneg z,
        (Complex.norm_mul_cos_arg z).symm, (Complex.norm_mul_sin_arg z).symm⟩
    have hq0 : (givens p q (-θ) * A) q p = 0 := by
      rw [givens_mul_apply, if_neg hpq.symm, if_pos rfl, ha, hb, Real.cos_neg, Real.sin_neg]
      ring
    have hp0 : (givens p q (-θ) * A) p p = r := by
      rw [givens_mul_apply, if_pos rfl, ha, hb, Real.cos_neg, Real.sin_neg]
      linear_combination r * Real.sin_sq_add_cos_sq θ
    obtain ⟨L, B, hL, hAB, hB, hcol, hrow, hpos⟩ :=
      ih hpt (givens p q (-θ) * A) ((givens_isProperRotation hpq _).mul hA)
    refine ⟨((p, q), θ) :: L, B, by simp [hL], ?_, hB, ?_, ?_,
      fun _ => hpos (Or.inr (by rw [hp0]; exact hr))⟩
    · have hc : circuit (((p, q), θ) :: L) = givens p q θ * circuit L := by simp [circuit]
      rw [hc, Matrix.mul_assoc, ← hAB, ← Matrix.mul_assoc, (givens_add hpq).1,
        add_neg_cancel, (givens_add hpq).2, Matrix.one_mul]
    · intro k hk
      by_cases hkt : k ∈ t
      · exact hcol k hkt
      · have hkq : k = q := (List.mem_cons.mp hk).resolve_right hkt
        rw [hrow k (fun h => hpq (h.symm.trans hkq)) hkt, hkq, hq0]
    · intro i hip hi j
      have hi' := not_or.mp (fun h => hi (List.mem_cons.mpr h))
      rw [hrow i hip hi'.2, givens_mul_apply, if_neg hip, if_neg hi'.1]
```

The theorem `eq_sweep` carries out the induction over orbitals. Its hypothesis `hfix` says that the rows outside the list `l` are already unit rows. In the proof, `hnn` gives the sign of the pivot, using the determinant when no partner is left; `hmul` is the relation $B_{pp}B_{pj}=\delta_{pj}$; and `h1` concludes that the pivot is 1. The rotations for the first orbital are then joined to those for the remaining ones. The equation `L.map Prod.fst = sweepPlanes l` expresses that the planes and their order do not depend on `A`.

```lean
/-- A proper rotation whose rows outside a duplicate-free list `l` of orbitals are those of the
identity is one sweep over `l`: the planes and their order are fixed by `l`, and only the
angles depend on the rotation. -/
theorem eq_sweep (l : List ι) (hl : l.Nodup) (A : Matrix ι ι ℝ) (hA : IsProperRotation A)
    (hfix : ∀ i, i ∉ l → ∀ j, A i j = (1 : Matrix ι ι ℝ) i j) :
    ∃ L : List ((ι × ι) × ℝ), L.map Prod.fst = sweepPlanes l ∧ circuit L = A := by
  induction l generalizing A with
  | nil =>
    refine ⟨[], rfl, ?_⟩
    ext i j
    simp [circuit, hfix i (by simp) j]
  | cons p t ih =>
    obtain ⟨hpt, hnt⟩ := List.nodup_cons.mp hl
    obtain ⟨L₁, B, hL₁, hAB, hB, hcol, hrow, hpos⟩ := clear_column p t hpt A hA
    have hnn : 0 ≤ B p p := by
      apply hpos
      by_cases ht : t = []
      · -- for the last orbital the determinant fixes the sign
        right
        have hup : A = (1 : Matrix ι ι ℝ).updateRow p (A p) := by
          ext i j
          by_cases hi : i = p
          · subst hi
            simp
          · rw [Matrix.updateRow_ne hi]
            exact hfix i (by simp [ht, hi]) j
        have hdet : A.det = A p p := (congrArg Matrix.det hup).trans
          ((Matrix.cramer_transpose_apply 1 (A p) p).symm.trans
            (by simp [Matrix.transpose_one, Matrix.cramer_one]))
        rw [← hdet, hA.2]
        exact zero_le_one
      · exact Or.inl ht
    have hz : ∀ i, i ≠ p → B i p = 0 := by
      intro i hi
      by_cases hit : i ∈ t
      · exact hcol i hit
      · rw [hrow i hi hit, hfix i (by simp [hi, hit]), Matrix.one_apply_ne hi]
    -- orthogonality turns the cleared column into a cleared row
    have hmul : ∀ j, B p p * B p j = (1 : Matrix ι ι ℝ) p j := by
      intro j
      have h := congrFun (congrFun hB.1 p) j
      rw [Matrix.mul_apply, Finset.sum_eq_single p
        (fun k _ hk => by rw [Matrix.transpose_apply, hz k hk, zero_mul])
        (fun h => absurd (Finset.mem_univ p) h)] at h
      exact h
    have h1 : B p p = 1 := by
      have h := hmul p
      rw [Matrix.one_apply_eq] at h
      nlinarith
    obtain ⟨L₂, hL₂, hc⟩ := ih hnt B hB (by
      intro i hi j
      by_cases hip : i = p
      · have h := hmul j
        rw [h1, one_mul] at h
        rw [hip, h]
      · rw [hrow i hip hi]
        exact hfix i (by simp [hip, hi]) j)
    refine ⟨L₁ ++ L₂, by rw [List.map_append, hL₁, hL₂]; rfl, ?_⟩
    rw [hAB, ← hc]
    simp [circuit, List.prod_append]
```

The number of planes is obtained as the binomial coefficient $\binom{m}{2}$ for a list of $m$ different orbitals. The same lemma confirms that each plane is spanned by two distinct orbitals.

```lean
/-- A sweep over `m` different orbitals has `m(m-1)/2` planes, each spanned by two distinct
orbitals. -/
theorem sweepPlanes_count {α : Type*} (l : List α) (hl : l.Nodup) :
    (sweepPlanes l).length = l.length * (l.length - 1) / 2 ∧
      ∀ x ∈ sweepPlanes l, x.1 ≠ x.2 := by
  rw [← Nat.choose_two_right]
  induction l with
  | nil => simp [sweepPlanes]
  | cons p t ih =>
    obtain ⟨hpt, hnt⟩ := List.nodup_cons.mp hl
    obtain ⟨hlen, hne⟩ := ih hnt
    constructor
    · simp only [sweepPlanes, List.length_append, List.length_map, List.length_cons, hlen]
      have h := Nat.choose_succ_succ' t.length 1
      rw [Nat.choose_one_right] at h
      exact h.symm
    · intro x hx
      rcases List.mem_append.mp hx with h | h
      · obtain ⟨q, hq, rfl⟩ := List.mem_map.mp h
        intro h
        have hpq : p = q := h
        rw [hpq] at hpt
        exact hpt hq
      · exact hne x h
```

The final equivalence says that `A` is a proper rotation exactly when there is a list `L` of rotations in genuine planes, of length at most `n * (n - 1) / 2`, whose product is `A`. From left to right, `eq_sweep` is applied to the list of all orbitals, where `hfix` holds because no row lies outside it. From right to left, an induction over `L` multiplies proper rotations together.

```lean
/-- A real `n` by `n` matrix is orthogonal with determinant 1 exactly when it is a product of
at most `n(n-1)/2` Givens rotations, each in the plane of two distinct orbitals. -/
theorem isProperRotation_iff_givens_product {n : ℕ} (A : Matrix (Fin n) (Fin n) ℝ) :
    IsProperRotation A ↔ ∃ L : List ((Fin n × Fin n) × ℝ),
      (∀ x ∈ L, x.1.1 ≠ x.1.2) ∧ L.length ≤ n * (n - 1) / 2 ∧ circuit L = A := by
  constructor
  · intro hA
    obtain ⟨L, hL, hc⟩ := eq_sweep (List.finRange n) (List.nodup_finRange n) A hA
      (fun i hi => absurd (List.mem_finRange i) hi)
    obtain ⟨hlen, hne⟩ := sweepPlanes_count (List.finRange n) (List.nodup_finRange n)
    refine ⟨L, fun x hx => hne x.1 (hL ▸ List.mem_map_of_mem hx), ?_, hc⟩
    rw [← hL, List.length_map, List.length_finRange] at hlen
    exact hlen.le
  · rintro ⟨L, hne, -, rfl⟩
    induction L with
    | nil => exact ⟨by simp [circuit], by simp [circuit]⟩
    | cons x L ih =>
      have hc : circuit (x :: L) = givens x.1.1 x.1.2 x.2 * circuit L := by simp [circuit]
      rw [hc]
      exact (givens_isProperRotation (hne x (by simp)) _).mul
        (ih fun y hy => hne y (List.mem_cons_of_mem _ hy))

end

end GivensFactorisation
```

```lean
#print axioms GivensFactorisation.isProperRotation_iff_givens_product
-- 'GivensFactorisation.isProperRotation_iff_givens_product' depends on axioms: [propext, Classical.choice, Quot.sound]
```

The equivalence concerns real matrices, so complex unitary rotations, which also need phases, are not covered. It gives an upper bound on the number of rotations and is silent on whether a particular $A$ could do with fewer. Rounding errors do not enter, since the entries and angles are real numbers.
